# Counting pairs of lowering steps whose total is below a bound

Let `p` and `q` count lowering steps in two finite ranges, with `p` running from 0 to `m - 1` and `q` from 0 to `n - 1`. The theorem says that if `a` is at most `m` and at most `n`, then twice the number of pairs with `p + q < a` is `a * (a + 1)`. This is a pure count of pairs, with no operators or state vectors in the statement. The proof is by induction on `a`: raising the bound from `a` to `a + 1` adds the antidiagonal `p + q = a`, which is disjoint from the pairs already counted and has `a + 1` points.

The first attempt, which Lean rejects:

```lean
import Mathlib

open Finset

namespace TwoMulCardCorner

/-- In an `m` by `n` array of lowering steps `(p, q)` with `a ≤ m` and `a ≤ n`, the corner
`p + q < a` holds `a(a+1)/2` points. -/
theorem two_mul_card_corner (m n a : ℕ) (hm : a ≤ m) (hn : a ≤ n) :
    2 * ((range m ×ˢ range n).filter fun x => x.1 + x.2 < a).card = a * (a + 1) := by
  induction a with
  | zero => simp
  | succ a ih =>
    -- the next antidiagonal adds `a + 1` points
    have hu : ((range m ×ˢ range n).filter fun x => x.1 + x.2 < a + 1) =
        ((range m ×ˢ range n).filter fun x => x.1 + x.2 < a) ∪ antidiagonal a := by
      ext ⟨p, q⟩
      simp only [mem_union, mem_filter, mem_product, mem_range, mem_antidiagonal]
      omega
    have hd : Disjoint ((range m ×ˢ range n).filter fun x => x.1 + x.2 < a)
        (antidiagonal a) := by
      rw [Finset.disjoint_left]
      rintro ⟨p, q⟩ h h'
      simp only [mem_filter, mem_antidiagonal] at h h'
      omega
    rw [hu, card_union_of_disjoint hd, Finset.Nat.card_antidiagonal, mul_add,
      ih (by omega) (by omega)]
    ring

end TwoMulCardCorner
```

The error:

```
Main.lean:18:64: error: Ambiguous term
  mem_antidiagonal
Possible interpretations:
  HasAntidiagonal.mem_antidiagonal : ?m.142 ∈ HasAntidiagonal.antidiagonal ?m.141 ↔ ?m.142.1 + ?m.142.2 = ?m.141
  
  Finset.mem_antidiagonal : ?m.147 ∈ Finset.antidiagonal ?m.144 ?m.145 ?m.146 ↔
    ?m.147.1 ∈ ?m.142 ∧ ?m.147.2 ∈ ?m.143 ∧ ?m.147.1 + ?m.147.2 = ?m.146
Main.lean:19:6: error: omega could not prove the goal:
a possible counterexample may satisfy the constraints
  f ≥ 0
  f ≥ 0
  e ≥ 0
  d ≥ 0
  d + e ≥ 0
  c ≥ 0
  c - d - e ≥ 1
  c - e ≥ 1
  b ≥ 0
  b - d ≥ 1
  b - d - e ≥ 1
where
 b := ↑m
 c := ↑n
 d := ↑p
 e := ↑q
 f := ↑(#({x ∈ range m ×ˢ range n | x.1 + x.2 < a}))
Main.lean:24:29: error: Ambiguous term
  mem_antidiagonal
Possible interpretations:
  HasAntidiagonal.mem_antidiagonal : ?m.198 ∈ HasAntidiagonal.antidiagonal ?m.197 ↔ ?m.198.1 + ?m.198.2 = ?m.197
  
  Finset.mem_antidiagonal : ?m.203 ∈ Finset.antidiagonal ?m.200 ?m.201 ?m.202 ↔
    ?m.203.1 ∈ ?m.198 ∧ ?m.203.2 ∈ ?m.199 ∧ ?m.203.1 + ?m.203.2 = ?m.202
Main.lean:25:6: error: omega could not prove the goal:
a possible counterexample may satisfy the constraints
  g ≥ 0
  g ≥ 0
  f ≥ 0
  e ≥ 0
  d ≥ 0
  c ≥ 0
  c - d ≤ -1
  c - e - f ≥ 1
  b ≥ 0
  b - c ≥ 1
where
 b := ↑m
 c := ↑a
 d := ↑n
 e := ↑p
 f := ↑q
 g := ↑(#({x ∈ range m ×ˢ range n | x.1 + x.2 < a}))
```

Cause. With `Finset` open, the short name `mem_antidiagonal` fits two lemmas, and Lean reports it as ambiguous in both `simp only` calls. One lemma is about `antidiagonal a`, the pairs of sum `a`, which is the set used here. The other is about an antidiagonal that takes two sets as well as the sum.

The two `omega` errors follow from this. Membership in `antidiagonal a` was never turned into `p + q = a`, and `omega` cannot read that equation out of a set membership. In the first place it needs the equation to show that the two descriptions of the corner agree. In the second it needs it to contradict `p + q < a`; the counterexample there indeed keeps `p + q` below `a`.

The diff writes `HasAntidiagonal.mem_antidiagonal` in both calls, which picks out the first lemma. `simp only` then produces the equation, and both `omega` calls succeed unchanged. The line break in the first call is mere tidying.

This version goes through:

```diff
@@ -16,5 +16,6 @@
         ((range m ×ˢ range n).filter fun x => x.1 + x.2 < a) ∪ antidiagonal a := by
       ext ⟨p, q⟩
-      simp only [mem_union, mem_filter, mem_product, mem_range, mem_antidiagonal]
+      simp only [mem_union, mem_filter, mem_product, mem_range,
+        HasAntidiagonal.mem_antidiagonal]
       omega
     have hd : Disjoint ((range m ×ˢ range n).filter fun x => x.1 + x.2 < a)
@@ -22,5 +23,5 @@
       rw [Finset.disjoint_left]
       rintro ⟨p, q⟩ h h'
-      simp only [mem_filter, mem_antidiagonal] at h h'
+      simp only [mem_filter, HasAntidiagonal.mem_antidiagonal] at h h'
       omega
     rw [hu, card_union_of_disjoint hd, Finset.Nat.card_antidiagonal, mul_add,
```
